# In a damped Drude–Lorentz model, Re ε − 1 integrates over positive angular frequencies to −2π² times the dc conductivity (Gaussian units)

Suppose that the optical response of a metal has been fitted by a Drude term and some Lorentz oscillators, and tabulated on a frequency grid. One check of the table is to integrate \(\mathrm{Re}\,\varepsilon-1\) over positive frequencies and compare the result with the dc conductivity \(\sigma_0\) from the Drude parameters. Apart from grid and cut-off errors, the two must be related by

\[
\int_0^\infty(\mathrm{Re}\,\varepsilon(w)-1)\,dw=-2\pi^2\sigma_0,\qquad \sigma_0=\frac{w_p^2}{4\pi g}.
\]

Here \(w\) is the angular frequency, usually written \(\omega\), and

\[
\varepsilon(w)=1-\frac{w_p^2}{w^2+igw}+\sum_j\frac{f_j}{\Omega_j^2-w^2-i\Gamma_jw}.
\]

The plasma frequency \(w_p\) and Drude damping \(g\) describe free carriers. Each oscillator has a strength \(f_j\), a resonance frequency \(\Omega_j\) and a damping \(\Gamma_j\). All dampings and resonance frequencies are positive; a positive damping stands for the loss of energy to scattering or other decay.

In electronic-structure work the two kinds of term commonly represent intraband and interband response, and the result applies when finitely many such terms describe the whole spectrum. That a real material has this form is an assumption. For a general causal response one would argue from the Kramers–Kronig relations; here the explicit terms are integrated.

## The dielectric function and the conductivity

```lean
import Mathlib

open MeasureTheory Set Filter Topology

namespace DrudeLorentzSumRule

noncomputable section

/-- Free-carrier (Drude) term with plasma frequency `wp` and damping `g`,
for frequencies `w ≠ 0`. -/
def drude (wp g w : ℝ) : ℂ :=
  -(wp : ℂ) ^ 2 / ((w : ℂ) ^ 2 + Complex.I * g * w)
```

`drude wp g w` is the free-carrier term. The arguments are real (`ℝ`) and the value is complex (`ℂ`).

```lean
/-- Bound-charge (Lorentz) term with strength `f`, resonance `Ω` and damping `g`,
for frequencies where the denominator is non-zero. -/
def lorentz (f Ω g w : ℝ) : ℂ :=
  (f : ℂ) / ((Ω : ℂ) ^ 2 - (w : ℂ) ^ 2 - Complex.I * g * w)
```

`lorentz f Ω g w` is one bound-charge term. Its `g` is the oscillator's own damping, not the Drude damping. The strength `f` has the units of a squared frequency, unlike the dimensionless oscillator strength of many textbooks. The signs belong to the time dependence \(e^{-iwt}\), for which absorption means \(\mathrm{Im}\,\varepsilon>0\).

```lean
/-- Drude-Lorentz dielectric function with finitely many oscillators, for frequencies
where no denominator vanishes. -/
def eps {ι : Type*} [Fintype ι] (wp g : ℝ) (f Ω Γ : ι → ℝ) (w : ℝ) : ℂ :=
  1 + drude wp g w + ∑ j, lorentz (f j) (Ω j) (Γ j) w
```

The type `ι` labels the oscillators, and `Fintype ι` says that there are finitely many, possibly none. The high-frequency background is fixed at 1. If a fit uses another constant \(\varepsilon_\infty\), that constant must be subtracted in place of 1; otherwise the integral diverges.

```lean
/-- Real part of the optical conductivity in Gaussian units, `w Im ε(w) / (4π)`,
for frequencies in the domain of `eps`. -/
def conductivity {ι : Type*} [Fintype ι] (wp g : ℝ) (f Ω Γ : ι → ℝ) (w : ℝ) : ℝ :=
  w * (eps wp g f Ω Γ w).im / (4 * Real.pi)
```

This is \(\mathrm{Re}\,\sigma(w)=w\,\mathrm{Im}\,\varepsilon(w)/(4\pi)\), in Gaussian units.

```lean
/-- The Drude value `wp² / (4π g)` of the dc conductivity, for `g ≠ 0`. -/
def dcConductivity (wp g : ℝ) : ℝ := wp ^ 2 / (4 * Real.pi * g)
```

This defines \(\sigma_0\) by its Drude formula. That it is the low-frequency limit of \(\mathrm{Re}\,\sigma(w)\) is proved further down.

## Real and imaginary parts

```lean
/-- Real and imaginary parts of a real number divided by `a + i b`. If `a = b = 0`, the equations
hold only by Lean's convention `x / 0 = 0`. -/
theorem real_div_parts (c a b : ℝ) :
    ((c : ℂ) / ((a : ℂ) + (b : ℂ) * Complex.I)).re = c * a / (a ^ 2 + b ^ 2) ∧
    ((c : ℂ) / ((a : ℂ) + (b : ℂ) * Complex.I)).im = -(c * b / (a ^ 2 + b ^ 2)) := by
  constructor
  · rw [Complex.div_re]
    simp [Complex.normSq_apply, pow_two]
  · rw [Complex.div_im]
    simp [Complex.normSq_apply, pow_two]
```

For real \(c,a,b\) with \(a\) and \(b\) not both zero, multiplying above and below by the conjugate gives

\[
\frac{c}{a+ib}=\frac{ca}{a^2+b^2}-i\,\frac{cb}{a^2+b^2}.
\]

```lean
/-- Dispersive (real) and absorptive (imaginary) parts of a Lorentz term. -/
theorem lorentz_parts (f Ω g w : ℝ) :
    (lorentz f Ω g w).re
      = f * (Ω ^ 2 - w ^ 2) / ((Ω ^ 2 - w ^ 2) ^ 2 + (g * w) ^ 2) ∧
    (lorentz f Ω g w).im = f * g * w / ((Ω ^ 2 - w ^ 2) ^ 2 + (g * w) ^ 2) := by
  have h : lorentz f Ω g w = (f : ℂ) /
      (((Ω ^ 2 - w ^ 2 : ℝ) : ℂ) + ((-(g * w) : ℝ) : ℂ) * Complex.I) := by
    unfold lorentz
    push_cast
    ring
  constructor
  · rw [h, (real_div_parts _ _ _).1, neg_sq]
  · rw [h, (real_div_parts _ _ _).2, neg_sq]
    ring
```

Put \(a=\Omega^2-w^2\), \(b=-gw\) and \(D(w)=(\Omega^2-w^2)^2+(gw)^2\). For a Lorentz term \(L\), wherever \(D(w)\ne0\),

\[
\mathrm{Re}\,L=\frac{f(\Omega^2-w^2)}{D(w)},\qquad \mathrm{Im}\,L=\frac{fgw}{D(w)}.
\]

```lean
/-- With positive resonance frequency and damping, the squared modulus of the Lorentz
denominator is positive at every real frequency. -/
theorem lorentz_den_pos {Ω g : ℝ} (hΩ : 0 < Ω) (hg : 0 < g) (w : ℝ) :
    0 < (Ω ^ 2 - w ^ 2) ^ 2 + (g * w) ^ 2 := by
  by_cases hw : w = 0
  · subst hw
    have := pow_pos hΩ 4
    nlinarith
  · positivity
```

The denominator never vanishes: \(D(0)=\Omega^4>0\), and for \(w\ne0\) the term \((gw)^2\) is positive. The proof splits into the same two cases.

## The arctangent integral

```lean
/-- For `a > 0` the function `1/(w² + a²)` is integrable over positive frequencies,
with integral `π/(2a)`. -/
theorem integral_lorentzian {a : ℝ} (ha : 0 < a) :
    IntegrableOn (fun w : ℝ => 1 / (w ^ 2 + a ^ 2)) (Ioi 0) ∧
    ∫ w in Ioi (0 : ℝ), 1 / (w ^ 2 + a ^ 2) = Real.pi / (2 * a) := by
  -- the antiderivative is arctan (w / a) / a
  have hd : ∀ x ∈ Ici (0 : ℝ),
      HasDerivAt (fun x : ℝ => Real.arctan (x / a) / a) (1 / (x ^ 2 + a ^ 2)) x := by
    intro x _
    have h := (((hasDerivAt_id' x).div_const a).arctan).div_const a
    refine h.congr_deriv ?_
    have hne : x ^ 2 + a ^ 2 ≠ 0 := by positivity
    have h1 : 1 + (x / a) ^ 2 = (x ^ 2 + a ^ 2) / a ^ 2 := by
      rw [div_pow, add_div, div_self (pow_ne_zero 2 ha.ne')]
      ring
    rw [h1]
    field_simp
  have hp : ∀ x ∈ Ioi (0 : ℝ), 0 ≤ 1 / (x ^ 2 + a ^ 2) := fun x _ => by positivity
  have ht : Tendsto (fun x : ℝ => Real.arctan (x / a) / a) atTop
      (𝓝 (Real.pi / 2 / a)) :=
    ((Real.tendsto_arctan_atTop.mono_right nhdsWithin_le_nhds).comp
      (tendsto_id.atTop_div_const ha)).div_const a
  refine ⟨integrableOn_Ioi_deriv_of_nonneg' hd hp ht, ?_⟩
  have h := integral_Ioi_of_hasDerivAt_of_nonneg' hd hp ht
  simp only [zero_div, Real.arctan_zero, sub_zero] at h
  rw [h, div_div]
```

`Ioi 0` is the interval \((0,\infty)\). Since

\[
\frac{d}{dw}\,\frac{\arctan(w/a)}{a}=\frac{1}{a^2}\,\frac{1}{1+w^2/a^2}=\frac{1}{w^2+a^2},
\]

the integral is \(\frac1a\left(\frac\pi2-0\right)=\frac{\pi}{2a}\). In the proof, `hd` is the derivative and `ht` the limit at infinity. A non-negative derivative whose antiderivative has a finite limit is integrable.

## Each Lorentz term integrates to zero

```lean
/-- Inversion `w → Ω²/w` about the resonance, with its Jacobian, reverses the sign of the
real part of a Lorentz term, for positive `Ω`, `g` and `w`. -/
theorem lorentz_inversion (f : ℝ) {Ω g w : ℝ} (hΩ : 0 < Ω) (hg : 0 < g) (hw : 0 < w) :
    Ω ^ 2 / w ^ 2 * (lorentz f Ω g (Ω ^ 2 / w)).re = -(lorentz f Ω g w).re := by
  rw [(lorentz_parts _ _ _ _).1, (lorentz_parts _ _ _ _).1]
  have hD := lorentz_den_pos hΩ hg w
  have h1 : (Ω ^ 2 - (Ω ^ 2 / w) ^ 2) ^ 2 + (g * (Ω ^ 2 / w)) ^ 2
      = Ω ^ 4 / w ^ 4 * ((Ω ^ 2 - w ^ 2) ^ 2 + (g * w) ^ 2) := by
    field_simp
    ring
  have h2 : f * (Ω ^ 2 - (Ω ^ 2 / w) ^ 2)
      = -(Ω ^ 2 / w ^ 2) * (f * (Ω ^ 2 - w ^ 2)) := by
    field_simp
    ring
  rw [h1, h2]
  generalize (Ω ^ 2 - w ^ 2) ^ 2 + (g * w) ^ 2 = D at hD ⊢
  generalize f * (Ω ^ 2 - w ^ 2) = N
  field_simp
```

Let \(u=\Omega^2/w\), which exchanges frequencies below and above resonance. Then

\[
\Omega^2-u^2=-\frac{\Omega^2}{w^2}(\Omega^2-w^2),\qquad D(u)=\frac{\Omega^4}{w^4}D(w).
\]

Dividing gives \(\mathrm{Re}\,L(u)=-(w^2/\Omega^2)\,\mathrm{Re}\,L(w)\), and the factor \(\Omega^2/w^2\) leaves \(-\mathrm{Re}\,L(w)\). The two identities are `h2` (with \(f\) included) and `h1`.

```lean
/-- The real part of a Lorentz term with positive resonance frequency and damping is
integrable over positive frequencies. -/
theorem lorentz_integrable (f : ℝ) {Ω g : ℝ} (hΩ : 0 < Ω) (hg : 0 < g) :
    IntegrableOn (fun w => (lorentz f Ω g w).re) (Ioi 0) := by
  have hre := fun w => (lorentz_parts f Ω g w).1
  simp only [hre]
  have hc : Continuous (fun w : ℝ =>
      f * (Ω ^ 2 - w ^ 2) / ((Ω ^ 2 - w ^ 2) ^ 2 + (g * w) ^ 2)) :=
    Continuous.div (by fun_prop) (by fun_prop) fun w => (lorentz_den_pos hΩ hg w).ne'
  -- compare with a multiple of 1 / (w² + Ω²)
  refine Integrable.mono' (Integrable.const_mul (integral_lorentzian hΩ).1
    (|f| * ((4 * Ω ^ 2 + g ^ 2) / g ^ 2))) hc.aestronglyMeasurable
    (ae_of_all _ fun w => ?_)
  have hD := lorentz_den_pos hΩ hg w
  have hA : |Ω ^ 2 - w ^ 2| ≤ w ^ 2 + Ω ^ 2 :=
    abs_le.2 ⟨by nlinarith [sq_nonneg Ω], by nlinarith [sq_nonneg w]⟩
  have key : g ^ 2 * (w ^ 2 + Ω ^ 2) ^ 2
      ≤ (4 * Ω ^ 2 + g ^ 2) * ((Ω ^ 2 - w ^ 2) ^ 2 + (g * w) ^ 2) := by
    nlinarith [sq_nonneg (Ω * (Ω ^ 2 - w ^ 2)), sq_nonneg (g ^ 2 * w)]
  have h2 : |Ω ^ 2 - w ^ 2| / ((Ω ^ 2 - w ^ 2) ^ 2 + (g * w) ^ 2)
      ≤ (4 * Ω ^ 2 + g ^ 2) / g ^ 2 * (1 / (w ^ 2 + Ω ^ 2)) := by
    rw [div_mul_div_comm, mul_one, div_le_div_iff₀ hD (by positivity)]
    have h3 := mul_le_mul_of_nonneg_right hA
      (show 0 ≤ g ^ 2 * (w ^ 2 + Ω ^ 2) by positivity)
    linarith
  rw [Real.norm_eq_abs, abs_div, abs_mul, abs_of_pos hD, mul_div_assoc, mul_assoc]
  exact mul_le_mul_of_nonneg_left h2 (abs_nonneg f)
```

Lean assigns the value zero to the integral of a non-integrable function, so a vanishing integral means little until integrability is known. We have

\[
g^2(w^2+\Omega^2)^2=g^2(\Omega^2-w^2)^2+4\Omega^2g^2w^2\le(4\Omega^2+g^2)D(w),
\]

which is `key`. With \(|\Omega^2-w^2|\le w^2+\Omega^2\) (`hA`) it follows that

\[
|\mathrm{Re}\,L(w)|\le|f|\,\frac{4\Omega^2+g^2}{g^2}\,\frac{1}{w^2+\Omega^2}.
\]

The right side is integrable by the arctangent result, and `Integrable.mono'` carries out the comparison.

```lean
/-- The real part of a Lorentz term with positive resonance frequency and damping
integrates to zero over positive frequencies. -/
theorem lorentz_integral (f : ℝ) {Ω g : ℝ} (hΩ : 0 < Ω) (hg : 0 < g) :
    ∫ w in Ioi (0 : ℝ), (lorentz f Ω g w).re = 0 := by
  have himg : (fun w : ℝ => Ω ^ 2 / w) '' Ioi 0 = Ioi 0 := by
    ext y
    constructor
    · rintro ⟨x, hx, rfl⟩
      exact div_pos (pow_pos hΩ 2) hx
    · intro hy
      have hy0 : y ≠ 0 := (mem_Ioi.1 hy).ne'
      refine ⟨Ω ^ 2 / y, div_pos (pow_pos hΩ 2) hy, ?_⟩
      show Ω ^ 2 / (Ω ^ 2 / y) = y
      field_simp
  have hinj : InjOn (fun w : ℝ => Ω ^ 2 / w) (Ioi 0) := by
    intro x hx y hy h
    have h' : Ω ^ 2 / x = Ω ^ 2 / y := h
    rw [div_eq_div_iff (mem_Ioi.1 hx).ne' (mem_Ioi.1 hy).ne'] at h'
    exact (mul_left_cancel₀ (pow_ne_zero 2 hΩ.ne') h').symm
  have hder : ∀ x ∈ Ioi (0 : ℝ), HasDerivWithinAt (fun w : ℝ => Ω ^ 2 / w)
      (-(Ω ^ 2 / x ^ 2)) (Ioi 0) x := by
    intro x hx
    have h := (hasDerivAt_inv (mem_Ioi.1 hx).ne').const_mul (Ω ^ 2)
    have h' : HasDerivAt (fun w : ℝ => Ω ^ 2 / w) (-(Ω ^ 2 / x ^ 2)) x := by
      simpa only [div_eq_mul_inv, mul_neg] using h
    exact h'.hasDerivWithinAt
  -- inversion about the resonance maps the integral to its negative
  have h := integral_image_eq_integral_abs_deriv_smul (f' := fun x => -(Ω ^ 2 / x ^ 2))
    measurableSet_Ioi hder hinj (fun w => (lorentz f Ω g w).re)
  rw [himg] at h
  have h2 : ∫ x in Ioi (0 : ℝ), |-(Ω ^ 2 / x ^ 2)| • (lorentz f Ω g (Ω ^ 2 / x)).re
      = ∫ x in Ioi (0 : ℝ), -(lorentz f Ω g x).re := by
    refine setIntegral_congr_fun measurableSet_Ioi fun x hx => ?_
    show |-(Ω ^ 2 / x ^ 2)| • (lorentz f Ω g (Ω ^ 2 / x)).re = -(lorentz f Ω g x).re
    rw [abs_neg, abs_of_nonneg (by positivity), smul_eq_mul]
    exact lorentz_inversion f hΩ hg hx
  rw [integral_neg] at h2
  have h3 : ∫ w in Ioi (0 : ℝ), (lorentz f Ω g w).re
      = -∫ w in Ioi (0 : ℝ), (lorentz f Ω g w).re := h.trans h2
  linarith
```

Call the integral \(I\) and substitute \(u=\Omega^2/w\), with \(|du/dw|=\Omega^2/w^2\):

\[
I=\int_0^\infty\mathrm{Re}\,L(u)\,du=\int_0^\infty\frac{\Omega^2}{w^2}\,\mathrm{Re}\,L(\Omega^2/w)\,dw=-I.
\]

Hence \(I=0\). The change of variables needs three facts: the map takes \((0,\infty)\) onto itself (`himg`), is one-to-one (`hinj`), and has the stated derivative (`hder`). The last line, `linarith`, concludes \(I=0\) from \(I=-I\).

## The free carriers supply the whole integral

```lean
/-- For damping `g > 0` the real part of the Drude term is integrable over positive
frequencies, with integral `-2π²` times `dcConductivity`. -/
theorem drude_integral (wp : ℝ) {g : ℝ} (hg : 0 < g) :
    IntegrableOn (fun w => (drude wp g w).re) (Ioi 0) ∧
    ∫ w in Ioi (0 : ℝ), (drude wp g w).re
      = -2 * Real.pi ^ 2 * dcConductivity wp g := by
  have h : EqOn (fun w => (drude wp g w).re)
      (fun w => -wp ^ 2 * (1 / (w ^ 2 + g ^ 2))) (Ioi 0) := by
    intro w hw
    have hw0 : 0 < w := hw
    have e : drude wp g w = ((-wp ^ 2 : ℝ) : ℂ) /
        (((w ^ 2 : ℝ) : ℂ) + ((g * w : ℝ) : ℂ) * Complex.I) := by
      unfold drude
      push_cast
      ring
    have e2 : (w ^ 2) ^ 2 + (g * w) ^ 2 = w ^ 2 * (w ^ 2 + g ^ 2) := by ring
    show (drude wp g w).re = -wp ^ 2 * (1 / (w ^ 2 + g ^ 2))
    rw [e, (real_div_parts _ _ _).1, e2]
    field_simp
  have L := integral_lorentzian hg
  constructor
  · exact IntegrableOn.congr_fun (Integrable.const_mul L.1 (-wp ^ 2)) h.symm
      measurableSet_Ioi
  · rw [setIntegral_congr_fun measurableSet_Ioi h, integral_const_mul, L.2,
      dcConductivity]
    have := Real.pi_ne_zero
    field_simp
    ring
```

For \(w>0\),

\[
\mathrm{Re}\left(-\frac{w_p^2}{w^2+igw}\right)=-\frac{w_p^2w^2}{w^4+g^2w^2}=-\frac{w_p^2}{w^2+g^2}.
\]

This is `h`. The arctangent integral with \(a=g\) gives

\[
-\frac{\pi w_p^2}{2g}=-2\pi^2\,\frac{w_p^2}{4\pi g}=-2\pi^2\sigma_0.
\]

Zero damping must be excluded when \(w_p\ne0\). With \(g=0\) the real part is \(-w_p^2/w^2\), whose integral diverges at \(w=0\).

```lean
/-- For positive dampings and resonance frequencies, the real part of the optical conductivity tends
to `wp² / (4π g)` as the frequency tends to zero from above. -/
theorem conductivity_tendsto_dc {ι : Type*} [Fintype ι] (wp : ℝ) {g : ℝ} (hg : 0 < g)
    (f : ι → ℝ) {Ω Γ : ι → ℝ} (hΩ : ∀ j, 0 < Ω j) (hΓ : ∀ j, 0 < Γ j) :
    Tendsto (conductivity wp g f Ω Γ) (𝓝[>] 0) (𝓝 (dcConductivity wp g)) := by
  -- a function continuous at zero that agrees with the conductivity for w > 0
  obtain ⟨F, hF⟩ : ∃ F : ℝ → ℝ, F = fun w => (wp ^ 2 * g / (w ^ 2 + g ^ 2) +
      ∑ j, w * (f j * Γ j * w / ((Ω j ^ 2 - w ^ 2) ^ 2 + (Γ j * w) ^ 2)))
        / (4 * Real.pi) := ⟨_, rfl⟩
  have hc : Continuous F := by
    rw [hF]
    refine Continuous.div_const (Continuous.add
      (Continuous.div (by fun_prop) (by fun_prop) fun w => ?_)
      (continuous_finsetSum _ fun j _ => continuous_id.mul
        (Continuous.div (by fun_prop) (by fun_prop) fun w =>
          (lorentz_den_pos (hΩ j) (hΓ j) w).ne'))) _
    positivity
  have h0 : F 0 = dcConductivity wp g := by
    rw [hF]
    simp only [ne_eq, OfNat.ofNat_ne_zero, not_false_eq_true, zero_pow, zero_mul,
      Finset.sum_const_zero, add_zero, zero_add, dcConductivity]
    have := Real.pi_ne_zero
    field_simp
  have ht : Tendsto F (𝓝[>] 0) (𝓝 (dcConductivity wp g)) := by
    rw [← h0]
    exact (hc.tendsto 0).mono_left nhdsWithin_le_nhds
  refine Tendsto.congr' ?_ ht
  filter_upwards [self_mem_nhdsWithin] with w hw
  have hw0 : 0 < w := hw
  have hdr : w * (drude wp g w).im = wp ^ 2 * g / (w ^ 2 + g ^ 2) := by
    have e : drude wp g w = ((-wp ^ 2 : ℝ) : ℂ) /
        (((w ^ 2 : ℝ) : ℂ) + ((g * w : ℝ) : ℂ) * Complex.I) := by
      unfold drude
      push_cast
      ring
    have e2 : (w ^ 2) ^ 2 + (g * w) ^ 2 = w ^ 2 * (w ^ 2 + g ^ 2) := by ring
    rw [e, (real_div_parts _ _ _).2, e2]
    field_simp
  have him := fun j => (lorentz_parts (f j) (Ω j) (Γ j) w).2
  rw [hF]
  simp only [conductivity, eps, Complex.add_im, Complex.one_im, Complex.im_sum,
    zero_add, mul_add, Finset.mul_sum, hdr, him]
```

The notation `𝓝[>] 0` means that \(w\) approaches zero from above; at \(w=0\) itself the Drude denominator vanishes. For \(w>0\),

\[
w\,\mathrm{Im}\,\varepsilon(w)=\frac{w_p^2g}{w^2+g^2}+\sum_j\frac{f_j\Gamma_jw^2}{(\Omega_j^2-w^2)^2+(\Gamma_jw)^2}.
\]

As \(w\to0\) the first term tends to \(w_p^2/g\) and the sum to zero. Division by \(4\pi\) gives \(\sigma_0\). The proof calls the right side, divided by \(4\pi\), `F`; it shows that `F` is continuous, evaluates it at zero, and checks that it equals the conductivity for \(w>0\).

```lean
/-- Sum rule for the Drude-Lorentz dielectric function with positive dampings and resonance
frequencies: `Re ε - 1` is integrable over positive frequencies, and its integral is
`-2π²` times the dc conductivity. -/
theorem dielectric_sum_rule {ι : Type*} [Fintype ι] (wp : ℝ) {g : ℝ} (hg : 0 < g)
    (f : ι → ℝ) {Ω Γ : ι → ℝ} (hΩ : ∀ j, 0 < Ω j) (hΓ : ∀ j, 0 < Γ j) :
    IntegrableOn (fun w => (eps wp g f Ω Γ w).re - 1) (Ioi 0) ∧
    ∫ w in Ioi (0 : ℝ), ((eps wp g f Ω Γ w).re - 1)
      = -2 * Real.pi ^ 2 * dcConductivity wp g := by
  have h : (fun w => (eps wp g f Ω Γ w).re - 1) = fun w =>
      (drude wp g w).re + ∑ j, (lorentz (f j) (Ω j) (Γ j) w).re := by
    funext w
    simp only [eps, Complex.add_re, Complex.one_re, Complex.re_sum]
    ring
  have hd := drude_integral wp hg
  have hl := fun j => lorentz_integrable (f j) (hΩ j) (hΓ j)
  have hs : IntegrableOn (fun w => ∑ j, (lorentz (f j) (Ω j) (Γ j) w).re) (Ioi 0) :=
    MeasureTheory.integrable_finsetSum _ fun j _ => hl j
  rw [h]
  refine ⟨Integrable.add hd.1 hs, ?_⟩
  -- only the free carriers contribute
  rw [integral_add hd.1 hs, MeasureTheory.integral_finsetSum _ (fun j _ => hl j), hd.2,
    Finset.sum_eq_zero (fun j _ => lorentz_integral (f j) (hΩ j) (hΓ j)), add_zero]

end

end DrudeLorentzSumRule
```

```lean
#print axioms DrudeLorentzSumRule.drude_integral
-- 'DrudeLorentzSumRule.drude_integral' depends on axioms: [propext, Classical.choice, Quot.sound]
#print axioms DrudeLorentzSumRule.conductivity_tendsto_dc
-- 'DrudeLorentzSumRule.conductivity_tendsto_dc' depends on axioms: [propext, Classical.choice, Quot.sound]
#print axioms DrudeLorentzSumRule.dielectric_sum_rule
-- 'DrudeLorentzSumRule.dielectric_sum_rule' depends on axioms: [propext, Classical.choice, Quot.sound]
```

The hypotheses `hg`, `hΩ` and `hΓ` are the positivity conditions; \(w_p\) and the \(f_j\) may be any real numbers. The conclusion has two parts, joined by `∧`: \(\mathrm{Re}\,\varepsilon-1\) is integrable on \((0,\infty)\), and its integral is \(-2\pi^2\sigma_0\). By hand,

\[
\int_0^\infty(\mathrm{Re}\,\varepsilon-1)\,dw=-2\pi^2\sigma_0+\sum_j0.
\]

In the proof, `h` splits the integrand into its Drude and Lorentz parts. Integrability of each part permits the integral of the finite sum to be taken term by term.

## An example with one oscillator

In a common frequency unit take \(w_p=2\), \(g=1\), \(\Omega=2\), \(\Gamma=1\), and \(f=1\) in that unit squared. Then \(\sigma_0=4/(4\pi)=1/\pi\), and the integral is \(-2\pi\approx-6.28\).

The cancellation in the Lorentz term can be seen at a pair of frequencies. At \(w=1\) its real part is \(3/(9+1)=0.3\). The partner frequency is \(\Omega^2/w=4\), where the real part is \(-12/(144+16)=-0.075\). The Jacobian at \(w=1\) is 4, and \(4\times(-0.075)=-0.3\).
